# The half-width of a resonant constant-emission cut through a two-Lorentzian RIXS plane lies strictly below the usual narrowing formula

In resonant inelastic X-ray scattering (RIXS), let $a,b>0$ be the lifetime half-widths at half maximum of the intermediate and the final state. The resonant constant-emission cut

$$f(x)=\frac{1}{(x^2+a^2)(x^2+b^2)}$$

falls to half its peak value at exactly one positive detuning $x$, and

$$x<n<\min(a,b),\qquad n=\frac{1}{\sqrt{1/a^2+1/b^2}}.$$

The usual formula $n$ is therefore an upper bound on the half-width. It is also a close one: $x^2\ge 2(\sqrt2-1)\,n^2$, with equality exactly when $a=b$. Since $\sqrt{2(\sqrt2-1)}\approx0.910$, the formula overestimates the half-width by less than 10 %.

This bears on high-energy-resolution fluorescence-detected absorption, where $n$ serves as an estimate of the remaining lifetime broadening, within a model of one intermediate and one final level and no instrumental broadening.

## One intermediate level and one final level

The first assumption sits in a definition. With energies measured from the ground state, the incident energy $\Omega$ is compared with the intermediate level $E_n$, and the energy transfer $\Omega-\omega$ with the final level $E_f$, where $\omega$ is the emission energy. The subscripts only label the two levels and are unrelated to the width $n$ and the function $f$. The squared modulus of the resonant amplitude $1/(\Omega-E_n+ia)$ gives one Lorentzian factor, and the finite lifetime of the final state gives the other. Constant amplitudes are dropped, because they don't affect a half-width.

```lean
import Mathlib

open Real

namespace RIXSConstantEmission

noncomputable section

/-- Line shape in the RIXS plane for one intermediate level `En` and one final level `Ef`, with
half-widths `a, b > 0`, at incident energy `Ω` and emission energy `ω`, up to a constant factor. -/
def rixsPlane (En Ef a b Ω ω : ℝ) : ℝ :=
  1 / (((Ω - En) ^ 2 + a ^ 2) * ((Ω - ω - Ef) ^ 2 + b ^ 2))
```

All the arguments of `rixsPlane` are real numbers, and `a` and `b` are half-widths at half maximum, not full widths.

The derivation uses this assumption from its first line, since everything follows from the product form. With several intermediate levels, amplitudes are added before squaring and can interfere; with several final levels, intensities add. The line is then no longer a single product, and the results below don't apply to it. Instrumental resolution and slowly varying energy prefactors are left out as well.

## Emission fixed at the difference of the two levels

The second assumption is the choice of cut. Set $\omega=E_n-E_f$ and scan $\Omega=E_n+x$. Then

$$\Omega-E_n=x,\qquad \Omega-\omega-E_f=x,$$

so both Lorentzians are centred at the same detuning and the plane reduces to $f(x)$.

```lean
/-- The resonant constant-emission cut as a function of the detuning `x` of the incident energy,
for half-widths `a, b > 0`. -/
def emissionCut (a b x : ℝ) : ℝ := 1 / ((x ^ 2 + a ^ 2) * (x ^ 2 + b ^ 2))
```

Two widths will be compared, both for $a,b>0$: the narrowing formula $n$, and a closed expression for the true half-width, derived below.

```lean
/-- The usual narrowing formula for the half-width of the cut, for `a, b > 0`. -/
def narrowedWidth (a b : ℝ) : ℝ := 1 / √(1 / a ^ 2 + 1 / b ^ 2)

/-- A closed expression for the half-width at half maximum of the cut. -/
def exactWidth (a b : ℝ) : ℝ :=
  √((√((a ^ 2 + b ^ 2) ^ 2 + 4 * a ^ 2 * b ^ 2) - (a ^ 2 + b ^ 2)) / 2)
```

The reduction from plane to cut is a theorem. It holds for all real parameters, and its proof simplifies the two energy differences to `x`.

```lean
/-- Fixing the emission energy at `En - Ef` and scanning the incident energy through `En`
turns the RIXS plane into the constant-emission cut. -/
theorem rixsPlane_resonant_emission (En Ef a b x : ℝ) :
    rixsPlane En Ef a b (En + x) (En - Ef) = emissionCut a b x := by
  unfold rixsPlane emissionCut
  rw [show En + x - En = x by ring, show En + x - (En - Ef) - Ef = x by ring]
```

If the emission energy is displaced by $\delta$, the second factor becomes $(x-\delta)^2+b^2$ and the two centres separate. For $a=b$ and $|\delta|>2a$ the cut even has two maxima. The half-width formulas here belong to the resonant cut only.

## Two finite lifetimes: $a>0$ and $b>0$

Physically, `ha : 0 < a` and `hb : 0 < b` say that both states decay. By hand they are needed as soon as one speaks of a peak value. Expanding the denominator gives

$$(x^2+a^2)(x^2+b^2)=a^2b^2+x^2(x^2+a^2+b^2),$$

which exceeds $a^2b^2$ for every $x\neq0$. The maximum is thus $f(0)=1/(a^2b^2)$, and it is attained only at zero detuning.

In `emissionCut_lt_peak`, the hypotheses make the denominator at zero positive, so that comparing reciprocals reduces to comparing denominators. The positive term in the expansion then decides the comparison.

```lean
/-- The cut is strictly lower at any nonzero detuning than at zero detuning. -/
theorem emissionCut_lt_peak {a b x : ℝ} (ha : 0 < a) (hb : 0 < b) (hx : x ≠ 0) :
    emissionCut a b x < emissionCut a b 0 := by
  unfold emissionCut
  apply one_div_lt_one_div_of_lt
  · positivity
  · have h : 0 < x ^ 2 * (x ^ 2 + a ^ 2 + b ^ 2) := by positivity
    nlinarith
```

The half-maximum condition $f(x)=f(0)/2$ says $(x^2+a^2)(x^2+b^2)=2a^2b^2$, or

$$x^4+(a^2+b^2)x^2=a^2b^2.$$

The next theorem states this equivalence for every real `x`. Positivity permits the cross-multiplication, and `linear_combination` checks the remaining algebra in both directions.

```lean
/-- The cut is at half its peak value exactly when the detuning solves a quadratic equation
in its square. -/
theorem half_maximum_iff {a b : ℝ} (ha : 0 < a) (hb : 0 < b) (x : ℝ) :
    emissionCut a b x = emissionCut a b 0 / 2 ↔
      x ^ 4 + (a ^ 2 + b ^ 2) * x ^ 2 = a ^ 2 * b ^ 2 := by
  unfold emissionCut
  rw [div_div, div_eq_div_iff (by positivity) (by positivity)]
  constructor <;> intro h <;> linear_combination (-1 : ℝ) * h
```

Write $s=a^2+b^2$ and $p=a^2b^2$. The condition is quadratic in $x^2$, and its non-negative root is

$$x^2=\frac{\sqrt{s^2+4p}-s}{2}.$$

Because $p>0$, the inner square root exceeds $s$, so $x^2>0$ and a positive half-maximum detuning exists. The proof of `exactWidth_spec` follows this order: `hR` squares the inner root, `hlt` is the comparison with $s$, and `hsq` squares the outer root. Substitution into the quadratic finishes it.

```lean
/-- The closed expression is positive, and at this detuning the cut is at half its peak value. -/
theorem exactWidth_spec {a b : ℝ} (ha : 0 < a) (hb : 0 < b) :
    0 < exactWidth a b ∧
      emissionCut a b (exactWidth a b) = emissionCut a b 0 / 2 := by
  have hR : √((a ^ 2 + b ^ 2) ^ 2 + 4 * a ^ 2 * b ^ 2) ^ 2
      = (a ^ 2 + b ^ 2) ^ 2 + 4 * a ^ 2 * b ^ 2 := Real.sq_sqrt (by positivity)
  have hlt : a ^ 2 + b ^ 2 < √((a ^ 2 + b ^ 2) ^ 2 + 4 * a ^ 2 * b ^ 2) := by
    apply (Real.lt_sqrt (by positivity)).2
    have h : 0 < 4 * a ^ 2 * b ^ 2 := by positivity
    linarith
  have hsq : exactWidth a b ^ 2
      = (√((a ^ 2 + b ^ 2) ^ 2 + 4 * a ^ 2 * b ^ 2) - (a ^ 2 + b ^ 2)) / 2 :=
    Real.sq_sqrt (by linarith)
  refine ⟨Real.sqrt_pos.2 (by linarith), (half_maximum_iff ha hb _).2 ?_⟩
  rw [show exactWidth a b ^ 4 = (exactWidth a b ^ 2) ^ 2 by ring, hsq]
  linear_combination hR / 4
```

For the narrowing formula, adding the fractions gives $n^2=p/s$, so

$$n^2(a^2+b^2)=a^2b^2.$$

This is the form in which $n$ enters all later comparisons. Here positivity ensures that no denominator vanishes.

```lean
/-- The narrowed width is positive, and its square is the product of the squared half-widths
divided by their sum. -/
theorem narrowedWidth_spec {a b : ℝ} (ha : 0 < a) (hb : 0 < b) :
    0 < narrowedWidth a b ∧
      narrowedWidth a b ^ 2 * (a ^ 2 + b ^ 2) = a ^ 2 * b ^ 2 := by
  unfold narrowedWidth
  refine ⟨by positivity, ?_⟩
  rw [div_pow, Real.sq_sqrt (by positivity),
    div_add_div _ _ (pow_ne_zero 2 ha.ne') (pow_ne_zero 2 hb.ne'), one_pow, one_div_div,
    div_mul_eq_mul_div, div_eq_iff (by positivity)]
  ring
```

If one width is zero, the cut grows without bound as $x\to0$ and there is no half-maximum to speak of. Lean sets $1/0=0$, so the formal peak value would be zero and `emissionCut_lt_peak` would fail. Negative widths would leave $f$ and $n$ unchanged, since only squares occur, but the comparison $n<\min(a,b)$ would be false.

## A positive detuning: $x>0$

The cut is even in $x$, so it reaches half its peak on both sides. The condition $x>0$ selects the high-energy side, where the detuning is the half-width at half maximum.

By hand, the condition enters the uniqueness argument. Let $x$ and $w$ both be positive solutions. Subtracting their equations gives

$$(x-w)(x+w)(x^2+w^2+a^2+b^2)=0.$$

The last two factors are positive, so $x=w$. Without the sign condition $x=-w$ would also be allowed, and uniqueness would fail.

The upper bound compares two expressions for $p$. Since $x^4>0$,

$$x^2s=p-x^4<p=n^2s,$$

so $x^2<n^2$ and $x<n$. Similarly,

$$n^2s=a^2b^2<a^4+a^2b^2=a^2s,$$

which gives $n<a$, and exchanging the roles of $a$ and $b$ gives $n<b$.

The main theorem has three parts. The quantifier `∃!` says that exactly one `x` is both positive and at half maximum. The second part bounds every such `x` strictly by `narrowedWidth a b`, and the third puts that width strictly below `min a b`.

```lean
/-- The constant-emission cut reaches half its peak value at exactly one positive detuning. This
detuning is strictly below the narrowed width, which is strictly below both half-widths. -/
theorem constant_emission_narrowing {a b : ℝ} (ha : 0 < a) (hb : 0 < b) :
    (∃! x, 0 < x ∧ emissionCut a b x = emissionCut a b 0 / 2) ∧
    (∀ x, 0 < x → emissionCut a b x = emissionCut a b 0 / 2 → x < narrowedWidth a b) ∧
    narrowedWidth a b < min a b := by
  obtain ⟨hn0, hn⟩ := narrowedWidth_spec ha hb
  have hs : 0 ≤ a ^ 2 + b ^ 2 := by positivity
  refine ⟨⟨exactWidth a b, exactWidth_spec ha hb, ?_⟩, ?_, lt_min ?_ ?_⟩
  · -- the difference of the two quadratic equations factorises
    rintro x ⟨hx, hxc⟩
    obtain ⟨hw, hwc⟩ := exactWidth_spec ha hb
    have h1 := (half_maximum_iff ha hb _).1 hxc
    have h2 := (half_maximum_iff ha hb _).1 hwc
    have h3 : (x - exactWidth a b) *
        ((x + exactWidth a b) * (x ^ 2 + exactWidth a b ^ 2 + a ^ 2 + b ^ 2)) = 0 := by
      linear_combination h1 - h2
    exact sub_eq_zero.1 ((mul_eq_zero.1 h3).resolve_right (by positivity))
  · -- the quartic term makes the true width smaller
    intro x hx hxc
    have h1 := (half_maximum_iff ha hb _).1 hxc
    have h4 : 0 < x ^ 4 := by positivity
    refine lt_of_pow_lt_pow_left₀ 2 hn0.le (lt_of_mul_lt_mul_right ?_ hs)
    linarith
  · have h4 : 0 < a ^ 4 := by positivity
    refine lt_of_pow_lt_pow_left₀ 2 ha.le (lt_of_mul_lt_mul_right ?_ hs)
    linarith
  · have h4 : 0 < b ^ 4 := by positivity
    refine lt_of_pow_lt_pow_left₀ 2 hb.le (lt_of_mul_lt_mul_right ?_ hs)
    linarith
```

The witness for existence is `exactWidth a b`. For uniqueness, `h3` is the factorised difference above with $w$ equal to this witness, and `positivity` rules out the second factor. In the three inequalities, `lt_of_mul_lt_mul_right` cancels the common factor $s$, `lt_of_pow_lt_pow_left₀` passes from squares to the widths themselves, and `linarith` uses the positive fourth power, called `h4` each time.

## A detuning at half maximum, of either sign

The lower bound has one further hypothesis, `hx`, which says that $x$ is a point where the cut is at half its peak. No sign is required, because only $x^2$ appears in the conclusion. Without `hx` the bound is false: $x=0$ violates it.

Put $k=2(\sqrt2-1)$. Then $k^2=12-8\sqrt2=4-4k$, or $1-k=k^2/4$. Expand the following product and use the half-maximum equation together with $n^2s=p$:

$$\begin{aligned}
(x^2-kn^2)(x^2+kn^2+s)&=x^4+sx^2-k^2n^4-kn^2s\\
&=p(1-k)-k^2n^4\\
&=k^2\left(\frac p4-n^4\right).
\end{aligned}$$

Multiply by $4s$. Since $ps=n^2s^2$ and $n^4s=n^2p$, the right-hand side becomes $k^2n^2(s^2-4p)$, and $s^2-4p=(a^2-b^2)^2$. Hence

$$4s\,(x^2+kn^2+s)(x^2-kn^2)=k^2n^2(a^2-b^2)^2.$$

The factor in front of $x^2-kn^2$ is positive and the right-hand side is non-negative, so $x^2\ge kn^2$. Equality holds exactly when $a^2=b^2$, which for positive widths means $a=b$.

```lean
/-- The squared detuning at half maximum is at least `2 (√2 - 1)` times the squared narrowed
width, with equality exactly when the two half-widths are equal. -/
theorem narrowing_formula_error {a b x : ℝ} (ha : 0 < a) (hb : 0 < b)
    (hx : emissionCut a b x = emissionCut a b 0 / 2) :
    2 * (√2 - 1) * narrowedWidth a b ^ 2 ≤ x ^ 2 ∧
      (2 * (√2 - 1) * narrowedWidth a b ^ 2 = x ^ 2 ↔ a = b) := by
  obtain ⟨hn0, hn⟩ := narrowedWidth_spec ha hb
  have h1 := (half_maximum_iff ha hb _).1 hx
  have hr : √2 ^ 2 = (2 : ℝ) := Real.sq_sqrt (by norm_num)
  have hr1 : 1 < √2 := (Real.lt_sqrt zero_le_one).2 (by norm_num)
  obtain ⟨k, hkd⟩ : ∃ k : ℝ, k = 2 * (√2 - 1) := ⟨_, rfl⟩
  have hk0 : 0 < k := by linarith
  have hk : k ^ 2 = 4 - 4 * k := by
    rw [hkd]
    linear_combination 4 * hr
  rw [← hkd]
  have hP : 0 < 4 * (a ^ 2 + b ^ 2) *
      (x ^ 2 + k * narrowedWidth a b ^ 2 + (a ^ 2 + b ^ 2)) := by positivity
  -- the excess of `x ^ 2` over the lower bound, times a positive factor, is a non-negative term
  have key : 4 * (a ^ 2 + b ^ 2) * (x ^ 2 + k * narrowedWidth a b ^ 2 + (a ^ 2 + b ^ 2)) *
      (x ^ 2 - k * narrowedWidth a b ^ 2)
      = k ^ 2 * narrowedWidth a b ^ 2 * (a ^ 2 - b ^ 2) ^ 2 := by
    linear_combination 4 * (a ^ 2 + b ^ 2) * h1
      - (4 * k ^ 2 * narrowedWidth a b ^ 2 + 4 * (a ^ 2 + b ^ 2) * k
        + k ^ 2 * (a ^ 2 + b ^ 2)) * hn
      - (a ^ 2 + b ^ 2) * (a ^ 2 * b ^ 2) * hk
  refine ⟨?_, ?_, ?_⟩
  · have h0 := (mul_nonneg_iff_of_pos_left hP).1 (by rw [key]; positivity)
    linarith
  · intro h
    have h0 : k ^ 2 * narrowedWidth a b ^ 2 * (a ^ 2 - b ^ 2) ^ 2 = 0 := by
      rw [← key, h, sub_self, mul_zero]
    have h2 := (mul_eq_zero.1 h0).resolve_left (by positivity)
    have h3 : a ^ 2 - b ^ 2 = 0 := (pow_eq_zero_iff two_ne_zero).1 h2
    have h4 : (a - b) * (a + b) = 0 := by linear_combination h3
    exact sub_eq_zero.1 ((mul_eq_zero.1 h4).resolve_right (by positivity))
  · intro h
    have h0 : k ^ 2 * narrowedWidth a b ^ 2 * (a ^ 2 - b ^ 2) ^ 2 = 0 := by
      rw [h]
      ring
    have h2 := (mul_eq_zero.1 (key.trans h0)).resolve_left hP.ne'
    linarith

end

end RIXSConstantEmission
```

In the proof, `hk` is the relation $k^2=4-4k$, `hP` is the positivity of the prefactor, and `key` is the final identity. It is obtained by `linear_combination` from the half-maximum equation `h1`, the relation `hn` for the narrowed width, and `hk`. The three closing steps read off the inequality and the two directions of the equality case. Here `ha` and `hb` are used once more, to pass from $(a-b)(a+b)=0$ to $a=b$.

```lean
#print axioms RIXSConstantEmission.rixsPlane_resonant_emission
#print axioms RIXSConstantEmission.emissionCut_lt_peak
#print axioms RIXSConstantEmission.constant_emission_narrowing
#print axioms RIXSConstantEmission.narrowing_formula_error
```

```
'RIXSConstantEmission.rixsPlane_resonant_emission' depends on axioms: [propext, Classical.choice, Quot.sound]
'RIXSConstantEmission.emissionCut_lt_peak' depends on axioms: [propext, Classical.choice, Quot.sound]
'RIXSConstantEmission.constant_emission_narrowing' depends on axioms: [propext, Classical.choice, Quot.sound]
'RIXSConstantEmission.narrowing_formula_error' depends on axioms: [propext, Classical.choice, Quot.sound]
```

## Evaluating the width in a program

A script that estimates lifetime broadening can take $a$ and $b$ as input and return $n$. The true half-width of the model costs one more square root. When the two widths are very different, the closed expression subtracts two nearly equal numbers, and in floating-point arithmetic the equivalent form

$$x=ab\,\sqrt{\frac{2}{s+\sqrt{s^2+4p}}}$$

is safer. For $a=2$ and $b=1$ in any energy unit, $n\approx0.894$ and $x\approx0.838$, so the formula is about 7 % too large. For $a=b$ the values are $n\approx0.707\,a$ and $x\approx0.644\,a$.

Both expressions scale linearly with the widths. If both inputs are full widths, the output is a full width too; reading it as a half-width produces an error of a factor of two, far larger than the error of the formula itself.

The line shape matters as well. Dropping $x^4$ from the denominator $p+sx^2+x^4$ leaves a Lorentzian whose half-width is exactly $n$. A program that broadens a single computed line with this Lorentzian reproduces the shape of the cut near its centre, but gives it tails that fall as $x^{-2}$, where those of the model cut fall as $x^{-4}$.
